# An explicit full-history DIIS run for the linear equation (1 + i)z = 1

DIIS, a method used to speed up self-consistent-field iterations, is applied here to a linear model problem: solve (1 + i)z = 1 in the complex plane, taken as a real vector space, with residual 1 − (1 + i)z. `spiral_isDIIS` states that the trial vectors 0, 1, 1 − i/2, then constantly (1 − i)/2, and the mixed vectors 0, 1/2, then constantly (1 − i)/2, form a DIIS run with full history. This means that each mixed vector is a combination of the trial vectors so far, with real coefficients summing to one, that it has the least residual norm among all such combinations, and that adding its residual to it gives the next trial vector. The proof treats steps 0, 1 and `k + 2` separately, giving explicit combinations for membership, comparing squared residual norms for minimality, and checking the update by real and imaginary parts.

The first attempt, which Lean rejects:

```lean
import Mathlib

open scoped InnerProductSpace

namespace PulayDIIS

noncomputable section

variable {E : Type*} [NormedAddCommGroup E] [InnerProductSpace ℝ E]

/-- The residual `b - A x` of the linear fixed-point problem at the trial vector `x`. -/
def residual (A : E →ₗ[ℝ] E) (b x : E) : E := b - A x

/-- The DIIS space after `k` steps: all combinations of `x 0, …, x k` with coefficients
summing to one. -/
def diisSpace (x : ℕ → E) (k : ℕ) : AffineSubspace ℝ E := affineSpan ℝ (x '' Set.Iic k)

/-- A DIIS run with full history: `y k` minimizes the residual norm over the DIIS space, and
the next trial vector is `y k` plus its residual. -/
structure IsDIIS (A : E →ₗ[ℝ] E) (b : E) (x y : ℕ → E) : Prop where
  mem : ∀ k, y k ∈ diisSpace x k
  min : ∀ k, ∀ z ∈ diisSpace x k, ‖residual A b (y k)‖ ≤ ‖residual A b z‖
  step : ∀ k, x (k + 1) = y k + residual A b (y k)

variable {A : E →ₗ[ℝ] E} {b : E} {x y : ℕ → E}

lemma mem_diisSpace {j k : ℕ} (h : j ≤ k) : x j ∈ diisSpace x k :=
  subset_affineSpan ℝ _ ⟨j, h, rfl⟩

lemma mem_diisSpace_zero {z : E} : z ∈ diisSpace x 0 ↔ z = x 0 := by
  have h : x '' Set.Iic 0 = {x 0} := by
    ext w
    simp [eq_comm]
  rw [diisSpace, h, AffineSubspace.mem_affineSpan_singleton]

/-- Multiplication by `1 + i` on the complex plane, as a real-linear map. -/
def spiral : ℂ →ₗ[ℝ] ℂ := LinearMap.mulLeft ℝ (⟨1, 1⟩ : ℂ)

/-- Trial vectors `0, 1, 1 - i/2`, then constantly `(1 - i)/2`. -/
def trialSeq : ℕ → ℂ
  | 0 => 0
  | 1 => 1
  | 2 => ⟨1, -1 / 2⟩
  | _ => ⟨1 / 2, -1 / 2⟩

/-- Mixed vectors `0, 1/2`, then constantly `(1 - i)/2`. -/
def mixedSeq : ℕ → ℂ
  | 0 => 0
  | 1 => ⟨1 / 2, 0⟩
  | _ => ⟨1 / 2, -1 / 2⟩

lemma spiral_re (z : ℂ) : (spiral z).re = z.re - z.im := by simp [spiral]

lemma spiral_im (z : ℂ) : (spiral z).im = z.re + z.im := by simp [spiral, add_comm]

lemma spiral_residual (z : ℂ) :
    ‖residual spiral 1 z‖ ^ 2 = (1 - z.re + z.im) ^ 2 + (z.re + z.im) ^ 2 := by
  rw [Complex.sq_norm, Complex.normSq_apply, residual, Complex.sub_re, Complex.sub_im,
    spiral_re, spiral_im, Complex.one_re, Complex.one_im]
  ring

/-- The sequences above form a DIIS run for `spiral` and `b = 1`. -/
theorem spiral_isDIIS : IsDIIS spiral 1 trialSeq mixedSeq where
  mem
    | 0 => mem_diisSpace_zero.2 rfl
    | 1 => by
      have h := AffineSubspace.smul_vsub_vadd_mem (diisSpace trialSeq 1) (1 / 2 : ℝ)
        (mem_diisSpace (le_refl 1)) (mem_diisSpace zero_le_one) (mem_diisSpace zero_le_one)
      convert h using 1
      apply Complex.ext <;> simp [trialSeq, mixedSeq]
    | k + 2 => by
      have h := AffineSubspace.smul_vsub_vadd_mem (diisSpace trialSeq (k + 2)) (-1 / 2 : ℝ)
        (mem_diisSpace (show 1 ≤ k + 2 by omega)) (mem_diisSpace (show 0 ≤ k + 2 by omega))
        (mem_diisSpace (show 2 ≤ k + 2 by omega))
      convert h using 1
      apply Complex.ext <;> norm_num [trialSeq, mixedSeq]
  min k z hz := by
    apply (sq_le_sq₀ (norm_nonneg _) (norm_nonneg _)).1
    rw [spiral_residual, spiral_residual]
    match k, hz with
    | 0, hz => rw [mem_diisSpace_zero.1 hz]; exact le_refl _
    | 1, hz =>
      -- the first two trial vectors span the real axis
      have him : z.im = 0 := by
        refine affineSpan_induction (p := fun w : ℂ => w.im = 0) hz ?_ ?_
        · rintro _ ⟨j, hj, rfl⟩
          have hj' : j ≤ 1 := hj
          interval_cases j <;> simp [trialSeq]
        · intro c u v w hu hv hw
          simp [hu, hv, hw]
      simp only [mixedSeq, him]
      nlinarith [sq_nonneg (2 * z.re - 1)]
    | k + 2, _ =>
      simp only [mixedSeq]
      nlinarith [sq_nonneg (1 - z.re + z.im), sq_nonneg (z.re + z.im)]
  step
    | 0 => by simp [trialSeq, mixedSeq, residual]
    | 1 => by
      apply Complex.ext <;>
        norm_num [trialSeq, mixedSeq, residual, spiral_re, spiral_im]
    | k + 2 => by
      apply Complex.ext <;>
        norm_num [trialSeq, mixedSeq, residual, spiral_re, spiral_im]

end

end PulayDIIS
```

The error:

```
Main.lean:71:15: error: unsolved goals
case a
k : ℕ
h : (-1 / 2) • (trialSeq 1 -ᵥ trialSeq 0) +ᵥ trialSeq 2 ∈ diisSpace trialSeq (k + 2)
⊢ (match k + 2 with
      | 0 => 0
      | 1 => { re := 1 / 2, im := 0 }
      | x => { re := 1 / 2, im := -(1 / 2) }).re =
    1 / 2

case a
k : ℕ
h : (-1 / 2) • (trialSeq 1 -ᵥ trialSeq 0) +ᵥ trialSeq 2 ∈ diisSpace trialSeq (k + 2)
⊢ (match k + 2 with
      | 0 => 0
      | 1 => { re := 1 / 2, im := 0 }
      | x => { re := 1 / 2, im := -(1 / 2) }).im =
    -(1 / 2)
Main.lean:101:15: error: unsolved goals
case a
k : ℕ
⊢ (match k + 2 + 1 with
      | 0 => 0
      | 1 => 1
      | 2 => { re := 1, im := -(1 / 2) }
      | x => { re := 1 / 2, im := -(1 / 2) }).re =
    (match k + 2 with
        | 0 => 0
        | 1 => { re := 1 / 2, im := 0 }
        | x => { re := 1 / 2, im := -(1 / 2) }).re +
      (1 -
        ((match k + 2 with
            | 0 => 0
            | 1 => { re := 1 / 2, im := 0 }
            | x => { re := 1 / 2, im := -(1 / 2) }).re -
          (match k + 2 with
            | 0 => 0
            | 1 => { re := 1 / 2, im := 0 }
            | x => { re := 1 / 2, im := -(1 / 2) }).im))

case a
k : ℕ
⊢ (match k + 2 + 1 with
      | 0 => 0
      | 1 => 1
      | 2 => { re := 1, im := -(1 / 2) }
      | x => { re := 1 / 2, im := -(1 / 2) }).im =
    -(match k + 2 with
        | 0 => 0
        | 1 => { re := 1 / 2, im := 0 }
        | x => { re := 1 / 2, im := -(1 / 2) }).re
```

Cause. Both errors are unsolved goals in the `k + 2` case, one in `mem` and one in `step`. In each, `norm_num` unfolded `mixedSeq (k + 2)` into a `match` on `k + 2` and left it unreduced, although `k + 2` can be neither 0 nor 1 and the last branch must apply. In `step` the same happened to `trialSeq (k + 2 + 1)`. The remaining equations are true, but the numbers needed to check them are still inside the matches.

The repair states these values as separate equations, `hy` in both places and `hx` in `step`. Each is proved by `rfl`, since the definitions compute to the last branch for any `k`. Rewriting with them before splitting into real and imaginary parts puts explicit complex numbers in the goal, and `norm_num` can finish the arithmetic. Dropping `mixedSeq` from both `norm_num` calls, and `trialSeq` from the one in `step`, is mere tidying, as the rewrites have already removed those terms.

Lean accepts the file once it reads:

```diff
@@ -74,5 +74,7 @@
         (mem_diisSpace (show 2 ≤ k + 2 by omega))
       convert h using 1
-      apply Complex.ext <;> norm_num [trialSeq, mixedSeq]
+      have hy : mixedSeq (k + 2) = ⟨1 / 2, -1 / 2⟩ := rfl
+      rw [hy]
+      apply Complex.ext <;> norm_num [trialSeq]
   min k z hz := by
     apply (sq_le_sq₀ (norm_nonneg _) (norm_nonneg _)).1
@@ -100,6 +102,8 @@
         norm_num [trialSeq, mixedSeq, residual, spiral_re, spiral_im]
     | k + 2 => by
-      apply Complex.ext <;>
-        norm_num [trialSeq, mixedSeq, residual, spiral_re, spiral_im]
+      have hx : trialSeq (k + 2 + 1) = ⟨1 / 2, -1 / 2⟩ := rfl
+      have hy : mixedSeq (k + 2) = ⟨1 / 2, -1 / 2⟩ := rfl
+      rw [hx, hy]
+      apply Complex.ext <;> norm_num [residual, spiral_re, spiral_im]
 
 end
```
